# For a translation-invariant Gaussian nonlocal potential in one dimension, the plane-wave energy minimum leaves k = 0 exactly when the curvature there turns negative

In one dimension and atomic units, an electron in a translation-invariant Gaussian nonlocal potential of strength D and range s > 0 has, for the plane wave exp(ikx), the energy

E(k) = k²/2 + D exp(−s²k²/2),

and the lowest energy is at k = 0 only as long as D s² ≤ 1. The curvature E''(0) = 1 − D s² changes sign at the same value, which looks like an explanation, but curvature is local information. Couldn't a lower minimum appear at some finite k while the band still curves upwards at k = 0? And what happens at D s² = 1, where the second-derivative test is silent?

## No early jump, and a single minimum at the threshold

No lower minimum appears early. For every real D and every s > 0, the global minimum is only at k = 0 if D s² ≤ 1, threshold included. If D s² > 1, the global minima are exactly

k = ±√(2 log(D s²))/s.

As D grows at fixed s, these two wave numbers start from zero at the threshold and move out continuously.

The physical reason is a competition. A repulsive nonlocal potential (D > 0) acts on an average of the wavefunction over the distance s. A wave that oscillates within that distance partly averages out and feels less repulsion, but it pays k²/2 in kinetic energy.

## From the kernel to the dispersion

The Hamiltonian is H = −(1/2) d²/dx² + V, where V is the integral operator with kernel

V(x, y) = D/(√(2π) s) · exp(−(x−y)²/(2s²)).

The kernel integrates to D over y, so D is the energy shift of the constant wave, and s is the distance over which the potential connects two points. To apply V to exp(iky), put y = x + t and complete the square:

−t²/(2s²) + ikt = −(t − is²k)²/(2s²) − s²k²/2.

The shifted Gaussian still integrates to √(2π) s, which cancels the prefactor. Hence

∫ V(x, y) exp(iky) dy = D exp(−s²k²/2) exp(ikx).

Two derivatives of the plane wave give −(1/2)(ik)² = k²/2, and the sum is E(k). Differentiating in k,

E'(k) = k (1 − D s² exp(−s²k²/2)).

This is k times a second factor. At k = 0 the product rule leaves only that factor, so E''(0) = 1 − D s².

## Locating every global minimum

Write u = s²k²/2.

Suppose first that D s² ≤ 1 and k ≠ 0, so that u > 0. Since E(0) = D,

s²(E(k) − E(0)) = u − D s² (1 − exp(−u))
= [u − (1 − exp(−u))] + (1 − D s²)(1 − exp(−u)).

The bracket is positive because exp(−u) > 1 − u for u ≠ 0, and the last product is not negative. So E(k) > E(0), also for attractive potentials with D < 0.

Now suppose D s² > 1. Then D > 0, and L = log(D s²) is positive. Absorb the strength into the exponent and use exp(t) ≥ 1 + t with t = L − u:

s²E(k) = u + exp(L − u) ≥ u + 1 + L − u = 1 + L.

Equality holds exactly when u = L, that is, when s²k² = 2L. This has the two solutions given above, and the minimum energy is (1 + L)/s².

For a numerical case, take s = 1 and D = e. Then E(0) = e ≈ 2.718, while E(±√2) = 1 + 1 = 2. The same numbers show that k = 0 need not be a global minimum at all if no upper limit is put on D s².

At the threshold D s² = 1 the quadratic term vanishes, and a Taylor expansion by hand gives E(k) ≈ 1/s² + s²k⁴/8 for small k. The band is flat to second order there, yet k = 0 is still the only minimum.

## What the Lean statements say

`kernel`, `planeWave` and `hamiltonian` define the model, with the Hamiltonian acting on functions from ℝ to ℂ. `dispersion` is a separate real function, and `hamiltonian_planeWave` connects the two: for s > 0, H applied to the plane wave equals `dispersion D s k` times the plane wave at every point x. "Eigenfunction" is meant in this pointwise sense. Plane waves are not square-integrable, and the file sets up no Hilbert space, operator domain or spectrum.

`IsBandMinimum D s k` says that E(k) ≤ E(q) for every real q. It is a global condition and permits ties, which is why two wave numbers can both satisfy it. `isBandMinimum_iff` characterises all such k in the two regimes. `curvature_at_zero` says that the function E' has derivative 1 − D s² at zero, for any real D and s.

The sign of s matters for the eigenvalue relation, where s > 0 can't be weakened to s ≠ 0. With D = 1, s = −1 and k = 0, the prefactor of the kernel is negative and the potential multiplies the constant wave by −1, whereas the formula gives +1.

The Gaussian shape is assumed and not derived from an atom. In electronic structure, nonlocal pseudopotentials make the velocity differ from the momentum. This one-electron, one-dimensional model with a translation-invariant kernel shows that in closed form: for D s² > 1 the group velocity E'(k) vanishes at the two minima, although k does not. An actual norm-conserving pseudopotential is attached to atoms and is not translation-invariant.

```lean
import Mathlib

namespace GaussianNonlocalPotential

noncomputable section

/-- The translation-invariant Gaussian nonlocal potential `V(x, y)` of strength `D` and range `s`,
for `s > 0`. -/
def kernel (D s x y : ℝ) : ℝ :=
  D / (Real.sqrt (2 * Real.pi) * s) * Real.exp (-(x - y) ^ 2 / (2 * s ^ 2))

/-- The plane wave `exp(i k x)`. -/
def planeWave (k x : ℝ) : ℂ := Complex.exp (Complex.I * k * x)

/-- The Hamiltonian in atomic units, for `s > 0`: kinetic energy plus the nonlocal potential, which
acts as an integral operator. The formula has this meaning for a twice differentiable `ψ` for which
the integral converges. -/
def hamiltonian (D s : ℝ) (ψ : ℝ → ℂ) (x : ℝ) : ℂ :=
  -(1 / 2) * deriv (deriv ψ) x + ∫ y : ℝ, (kernel D s x y : ℂ) * ψ y

/-- The dispersion relation `E(k) = k²/2 + D exp(-s²k²/2)`. -/
def dispersion (D s k : ℝ) : ℝ := k ^ 2 / 2 + D * Real.exp (-(s ^ 2 * k ^ 2) / 2)

/-- The wave number `k` is a global minimum of the dispersion relation. -/
def IsBandMinimum (D s k : ℝ) : Prop := ∀ q, dispersion D s k ≤ dispersion D s q

/-- For `s > 0` the nonlocal potential multiplies a plane wave by `D exp(-s²k²/2)`. -/
theorem kernel_planeWave (D k x : ℝ) {s : ℝ} (hs : 0 < s) :
    ∫ y : ℝ, (kernel D s x y : ℂ) * planeWave k y =
      ((D * Real.exp (-(s ^ 2 * k ^ 2) / 2) : ℝ) : ℂ) * planeWave k x := by
  have hsC : (s : ℂ) ≠ 0 := by exact_mod_cast hs.ne'
  have hN : Real.sqrt (2 * Real.pi) * s ≠ 0 := by positivity
  -- the Gaussian integral with a complex linear term
  have hG := integral_cexp_quadratic (b := ((-(1 / (2 * s ^ 2)) : ℝ) : ℂ))
    (by
      rw [Complex.ofReal_re]
      have : 0 < 1 / (2 * s ^ 2) := by positivity
      linarith)
    ((x : ℂ) / (s : ℂ) ^ 2 + Complex.I * k) (-(x : ℂ) ^ 2 / (2 * (s : ℂ) ^ 2))
  have hroot : ((Real.pi : ℂ) / -((-(1 / (2 * s ^ 2)) : ℝ) : ℂ)) ^ (1 / 2 : ℂ) =
      ((Real.sqrt (2 * Real.pi) * s : ℝ) : ℂ) := by
    have h0 : Real.pi / -(-(1 / (2 * s ^ 2))) = (Real.sqrt (2 * Real.pi) * s) ^ 2 := by
      rw [mul_pow, Real.sq_sqrt (by positivity), neg_neg]
      field_simp
    have h1 : (Real.pi : ℂ) / -((-(1 / (2 * s ^ 2)) : ℝ) : ℂ) =
        (((Real.sqrt (2 * Real.pi) * s) ^ 2 : ℝ) : ℂ) := by
      exact_mod_cast congrArg (fun t : ℝ => (t : ℂ)) h0
    rw [h1, show (1 / 2 : ℂ) = ((1 / 2 : ℝ) : ℂ) by norm_num,
      ← Complex.ofReal_cpow (by positivity), ← Real.sqrt_eq_rpow,
      Real.sqrt_sq (by positivity)]
  -- completing the square
  have hsq : ((x : ℂ) / (s : ℂ) ^ 2 + Complex.I * k) ^ 2 /
      (4 * ((-(1 / (2 * s ^ 2)) : ℝ) : ℂ)) =
      -((x : ℂ) ^ 2 / (2 * (s : ℂ) ^ 2) + Complex.I * k * x
        + Complex.I ^ 2 * (k : ℂ) ^ 2 * (s : ℂ) ^ 2 / 2) := by
    push_cast
    field_simp
    ring
  have hexp : -(x : ℂ) ^ 2 / (2 * (s : ℂ) ^ 2) -
      ((x : ℂ) / (s : ℂ) ^ 2 + Complex.I * k) ^ 2 /
      (4 * ((-(1 / (2 * s ^ 2)) : ℝ) : ℂ)) =
      ((-(s ^ 2 * k ^ 2) / 2 : ℝ) : ℂ) + Complex.I * k * x := by
    rw [hsq, Complex.I_sq]
    push_cast
    ring
  have hA : ((D / (Real.sqrt (2 * Real.pi) * s) : ℝ) : ℂ) *
      ((Real.sqrt (2 * Real.pi) * s : ℝ) : ℂ) = (D : ℂ) := by
    rw [← Complex.ofReal_mul, div_mul_cancel₀ D hN]
  have hint : ∀ y : ℝ, (kernel D s x y : ℂ) * planeWave k y =
      ((D / (Real.sqrt (2 * Real.pi) * s) : ℝ) : ℂ) *
      Complex.exp (((-(1 / (2 * s ^ 2)) : ℝ) : ℂ) * (y : ℂ) ^ 2 +
        ((x : ℂ) / (s : ℂ) ^ 2 + Complex.I * k) * y +
        -(x : ℂ) ^ 2 / (2 * (s : ℂ) ^ 2)) := by
    intro y
    simp only [kernel, planeWave]
    rw [Complex.ofReal_mul, Complex.ofReal_exp, mul_assoc, ← Complex.exp_add]
    congr 2
    push_cast
    ring
  simp_rw [hint]
  rw [MeasureTheory.integral_const_mul, hG, hroot, hexp, Complex.exp_add,
    ← Complex.ofReal_exp, Complex.ofReal_mul D]
  simp only [planeWave]
  linear_combination (((Real.exp (-(s ^ 2 * k ^ 2) / 2) : ℝ) : ℂ) *
    Complex.exp (Complex.I * k * x)) * hA

/-- For `s > 0` every plane wave is an eigenfunction of the Hamiltonian, with energy `E(k)`. -/
theorem hamiltonian_planeWave (D k x : ℝ) {s : ℝ} (hs : 0 < s) :
    hamiltonian D s (planeWave k) x = (dispersion D s k : ℂ) * planeWave k x := by
  have h : ∀ z : ℝ, HasDerivAt (planeWave k) (Complex.I * k * planeWave k z) z := by
    intro z
    have h0 : HasDerivAt (fun y : ℝ => Complex.I * (k : ℂ) * (y : ℂ)) (Complex.I * k) z :=
      ((hasDerivAt_id z).ofReal_comp.const_mul (Complex.I * (k : ℂ))).congr_deriv (by simp)
    exact h0.cexp.congr_deriv (by simp only [planeWave]; ring)
  have hd : deriv (planeWave k) = fun z => Complex.I * k * planeWave k z :=
    funext fun z => (h z).deriv
  unfold hamiltonian
  rw [hd, ((h x).const_mul (Complex.I * (k : ℂ))).deriv, kernel_planeWave D k x hs]
  simp only [dispersion]
  push_cast
  linear_combination (-(k : ℂ) ^ 2 / 2 * planeWave k x) * Complex.I_sq

/-- The slope in `k` of the Gaussian form factor `exp(-s²k²/2)`. -/
theorem hasDerivAt_formFactor (s k : ℝ) :
    HasDerivAt (fun q : ℝ => Real.exp (-(s ^ 2 * q ^ 2) / 2))
      (-(s ^ 2 * k) * Real.exp (-(s ^ 2 * k ^ 2) / 2)) k := by
  have h2 : HasDerivAt (fun q : ℝ => q ^ 2) (2 * k) k := by
    simpa using hasDerivAt_pow 2 k
  exact (((h2.const_mul (s ^ 2)).fun_neg.div_const 2).exp).congr_deriv (by ring)

/-- The group velocity is `E'(k) = k (1 - D s² exp(-s²k²/2))`. -/
theorem hasDerivAt_dispersion (D s k : ℝ) :
    HasDerivAt (dispersion D s)
      (k * (1 - D * s ^ 2 * Real.exp (-(s ^ 2 * k ^ 2) / 2))) k := by
  have h2 : HasDerivAt (fun q : ℝ => q ^ 2) (2 * k) k := by
    simpa using hasDerivAt_pow 2 k
  exact ((h2.div_const 2).fun_add ((hasDerivAt_formFactor s k).const_mul D)).congr_deriv
    (by ring)

/-- The curvature of the dispersion relation at zero wave number is `E''(0) = 1 - D s²`. -/
theorem curvature_at_zero (D s : ℝ) :
    HasDerivAt (deriv (dispersion D s)) (1 - D * s ^ 2) 0 := by
  have hd : deriv (dispersion D s) =
      fun k => k * (1 - D * s ^ 2 * Real.exp (-(s ^ 2 * k ^ 2) / 2)) :=
    funext fun k => (hasDerivAt_dispersion D s k).deriv
  rw [hd]
  exact ((hasDerivAt_id' (0 : ℝ)).fun_mul
    (((hasDerivAt_formFactor s 0).const_mul (D * s ^ 2)).const_sub 1)).congr_deriv (by simp)

/-- For `D > 0` and `s > 0` the energy obeys `s² E(k) ≥ 1 + log(D s²)`, with equality exactly
when `s²k² = 2 log(D s²)`. -/
theorem energy_lower_bound {D s : ℝ} (hD : 0 < D) (hs : 0 < s) (k : ℝ) :
    1 + Real.log (D * s ^ 2) ≤ s ^ 2 * dispersion D s k ∧
      (s ^ 2 * dispersion D s k = 1 + Real.log (D * s ^ 2) ↔
        s ^ 2 * k ^ 2 = 2 * Real.log (D * s ^ 2)) := by
  -- absorb the strength of the potential into the exponent
  have hE : s ^ 2 * dispersion D s k =
      s ^ 2 * k ^ 2 / 2 + Real.exp (Real.log (D * s ^ 2) - s ^ 2 * k ^ 2 / 2) := by
    rw [Real.exp_sub, Real.exp_log (by positivity), dispersion, neg_div, Real.exp_neg]
    ring
  rw [hE]
  refine ⟨?_, fun h => ?_, fun h => ?_⟩
  · linarith [Real.add_one_le_exp (Real.log (D * s ^ 2) - s ^ 2 * k ^ 2 / 2)]
  · by_contra hne
    have h0 : Real.log (D * s ^ 2) - s ^ 2 * k ^ 2 / 2 ≠ 0 := fun h0 => hne (by linarith)
    linarith [Real.add_one_lt_exp h0]
  · have h0 : Real.log (D * s ^ 2) - s ^ 2 * k ^ 2 / 2 = 0 := by linarith
    rw [h0, Real.exp_zero]
    linarith

/-- If `s > 0` and `D s² ≤ 1`, every nonzero wave number has a higher energy than `k = 0`. -/
theorem zero_lt_of_weak {D s k : ℝ} (hs : 0 < s) (h : D * s ^ 2 ≤ 1) (hk : k ≠ 0) :
    dispersion D s 0 < dispersion D s k := by
  have hs2 : 0 < s ^ 2 := by positivity
  have hu : 0 < s ^ 2 * k ^ 2 := by positivity
  have hneg : -(s ^ 2 * k ^ 2) / 2 < 0 := by linarith
  have h1 := Real.add_one_lt_exp hneg.ne
  have h2 : Real.exp (-(s ^ 2 * k ^ 2) / 2) ≤ 1 := Real.exp_le_one_iff.2 hneg.le
  have h3 := mul_nonneg (sub_nonneg.2 h) (sub_nonneg.2 h2)
  have h0 : dispersion D s 0 = D := by simp [dispersion]
  have key : 0 < s ^ 2 * (dispersion D s k - dispersion D s 0) := by
    rw [h0]
    simp only [dispersion]
    nlinarith
  exact sub_pos.1 ((mul_pos_iff_of_pos_left hs2).1 key)

/-- For `s > 0`, the global minimum of the dispersion relation is only at `k = 0` if
`D s² ≤ 1`, and exactly at `k = ±√(2 log(D s²))/s` if `D s² > 1`. -/
theorem isBandMinimum_iff (D : ℝ) {s : ℝ} (hs : 0 < s) :
    (D * s ^ 2 ≤ 1 → ∀ k, IsBandMinimum D s k ↔ k = 0) ∧
    (1 < D * s ^ 2 → ∀ k, IsBandMinimum D s k ↔
      k = Real.sqrt (2 * Real.log (D * s ^ 2)) / s ∨
      k = -(Real.sqrt (2 * Real.log (D * s ^ 2)) / s)) := by
  have hs2 : 0 < s ^ 2 := by positivity
  refine ⟨fun h k => ⟨fun hm => ?_, fun hk q => ?_⟩, fun h k => ?_⟩
  · by_contra hk
    exact not_lt_of_ge (hm 0) (zero_lt_of_weak hs h hk)
  · rw [hk]
    by_cases hq : q = 0
    · rw [hq]
    · exact (zero_lt_of_weak hs h hq).le
  · have hD : 0 < D := (mul_pos_iff_of_pos_right hs2).1 (by linarith)
    have hL : 0 < Real.log (D * s ^ 2) := Real.log_pos h
    have hk0 : s ^ 2 * (Real.sqrt (2 * Real.log (D * s ^ 2)) / s) ^ 2 =
        2 * Real.log (D * s ^ 2) := by
      rw [div_pow, Real.sq_sqrt (by linarith), mul_div_cancel₀ _ hs2.ne']
    constructor
    · -- a minimum must reach the lower bound, which fixes k²
      intro hm
      have h1 := mul_le_mul_of_nonneg_left
        (hm (Real.sqrt (2 * Real.log (D * s ^ 2)) / s)) hs2.le
      rw [(energy_lower_bound hD hs _).2.2 hk0] at h1
      have h2 := (energy_lower_bound hD hs k).2.1
        (le_antisymm h1 (energy_lower_bound hD hs k).1)
      exact sq_eq_sq_iff_eq_or_eq_neg.1 (mul_left_cancel₀ hs2.ne' (h2.trans hk0.symm))
    · -- both wave numbers reach the lower bound
      intro hk q
      have h1 : s ^ 2 * k ^ 2 = 2 * Real.log (D * s ^ 2) := by
        rw [sq_eq_sq_iff_eq_or_eq_neg.2 hk, hk0]
      have h2 := (energy_lower_bound hD hs k).2.2 h1
      exact le_of_mul_le_mul_left (h2.le.trans (energy_lower_bound hD hs q).1) hs2

end

end GaussianNonlocalPotential
```

```lean
#print axioms GaussianNonlocalPotential.kernel_planeWave
#print axioms GaussianNonlocalPotential.hamiltonian_planeWave
#print axioms GaussianNonlocalPotential.curvature_at_zero
#print axioms GaussianNonlocalPotential.isBandMinimum_iff
```

```
'GaussianNonlocalPotential.kernel_planeWave' depends on axioms: [propext, Classical.choice, Quot.sound]
'GaussianNonlocalPotential.hamiltonian_planeWave' depends on axioms: [propext, Classical.choice, Quot.sound]
'GaussianNonlocalPotential.curvature_at_zero' depends on axioms: [propext, Classical.choice, Quot.sound]
'GaussianNonlocalPotential.isBandMinimum_iff' depends on axioms: [propext, Classical.choice, Quot.sound]
```

## How the lemmas match the derivation

`kernel_planeWave` is the Gaussian integral. It doesn't shift the variable; `hint` writes the integrand as a constant times the exponential of a quadratic polynomial in y, and Mathlib's `integral_cexp_quadratic` evaluates the integral. `hroot` identifies the resulting square root as √(2π) s, `hsq` and `hexp` complete the square, and `hA` cancels the normalisation. `hamiltonian_planeWave` then differentiates the plane wave twice and uses i² = −1 through `Complex.I_sq`.

`hasDerivAt_formFactor` differentiates the Gaussian factor, and `hasDerivAt_dispersion` gives E'(k). `curvature_at_zero` applies the product rule to that expression at zero.

`energy_lower_bound` is the argument with L. Its step `hE` rewrites s²E(k) as u + exp(L − u). `Real.add_one_le_exp` gives the bound, and the strict version `Real.add_one_lt_exp` excludes equality unless u = L. The lemma assumes D > 0 and s > 0 but not D s² > 1, so it also applies below the threshold; there L is negative and the bound is never reached.

`zero_lt_of_weak` treats D s² ≤ 1. The strict exponential inequality `h1` makes the bracket positive, `h3` is the non-negative product, and `nlinarith` combines them into `key`, the positivity of s²(E(k) − E(0)).

`isBandMinimum_iff` assembles the two regimes. For D s² ≤ 1, a minimum at nonzero k would contradict `zero_lt_of_weak`, and the same lemma shows that k = 0 is a minimum. For D s² > 1, `hk0` checks that the proposed wave number satisfies s²k² = 2L, so it reaches the lower bound. Any other minimum must have an energy at least as low, so it reaches the bound too and has the same k². `sq_eq_sq_iff_eq_or_eq_neg` turns equal squares into the two signs. Conversely, both signs reach a bound that holds for every q, so both are global minima.
